# Spin branching paths below a spin ceiling are counted by an alternating sum of binomials

Couple three electron spins one at a time to a total spin of 1/2. Each electron raises or lowers the total spin by 1/2, so the height $h=2S$ on the branching diagram changes by $+1$ or $-1$. Three step sequences lead from height 0 to height 1: up-up-down, up-down-up and down-up-up. The last would need a negative spin. If intermediate triplets are also excluded, by requiring $h\le 1$, the first goes too, and one path is left:

$$\binom31-\binom33-\binom30=3-1-1=1 .$$

One binomial counts all sequences, one removes the sequence that crosses the floor, and one removes the sequence that crosses the ceiling. On longer paths that hit both boundaries the subtractions overlap, and further terms correct for this.

## The count for any ceiling

Let $L$ be the largest allowed value of $2S$ (not an orbital angular momentum), $m$ the final value of $2S$ with $0\le m\le L$, and $k$ the number of down steps, so that $N=m+2k$ is the number of electrons. With $\binom Nr=0$ for $r$ outside $0,\dots,N$, the number of paths from 0 to $m$ that stay within $0,\dots,L$ is

$$\sum_{j\in\mathbb Z}\left[\binom{N}{k+j(L+2)}-\binom{N}{k+m+1+j(L+2)}\right].$$

The same holds for a start at any height $a$ in $0,\dots,L$ and an end at $b$ in the same range: set $N=b-a+2k$ and replace $m$ by $b$.

Take eight electrons coupled to a singlet, with no intermediate spin above a triplet. Then $L=2$, $m=0$, $k=4$, the period is $L+2=4$, and the count is

$$\binom84+\binom80+\binom88-\binom85-\binom81=70+1+1-56-8=8 .$$

Directly: the height is 1 after every odd step, and after steps 2, 4 and 6 it is either 0 or 2, which gives $2^3=8$.

## Array sizes and path indices in spin-adapted codes

In a configuration-interaction code that builds spin eigenfunctions by this coupling scheme, the count is the number of functions per configuration with $N$ singly occupied orbitals, when the cumulative spin is capped in a fixed coupling order. It sets array lengths. The version with a general start $a$ counts the completions of a partial path, which is what a lexical index of paths adds up.

Two points matter in an implementation. If $N-b+a$ is odd, no integer $k$ exists and the count is zero, so the parity has to be checked before $k$ is computed by integer division. The terms can also be much larger than their sum, so floating-point evaluation can lose digits.

## Derivation by the first step and two mirrors

Write $M=L+2$ and

$$P_N(r)=\sum_{j\in\mathbb Z}\binom{N}{r+jM}.$$

Only finitely many terms are nonzero. Pascal's rule, applied term by term, gives

$$P_{N+1}(r)=P_N(r)+P_N(r-1).$$

If $N=r+s+cM$ for some integer $c$, then $N-(r+jM)=s+(c-j)M$. The symmetry $\binom Nr=\binom N{N-r}$ and a relabelling of $j$ therefore give $P_N(r)=P_N(s)$.

Fix the end $b$ and let $W_N(a)$ be the number of allowed walks of $N$ steps from $a$ to $b$. The claim is

$$W_N(a)=P_N(k)-P_N(k+b+1),\qquad N=b-a+2k .$$

**No steps.** For $N=0$ we have $k=(a-b)/2$, which lies strictly between $-M$ and $M$. Hence $P_0(k)$ is 1 if $a=b$ and 0 otherwise. The other index is $k+b+1=(a+b)/2+1$, which lies between 1 and $L+1$ and is no multiple of $M$, so its sum vanishes. The difference is the number of walks without steps.

**One more step.** Removing the first step from an allowed $a$ gives

$$W_{N+1}(a)=W_N(a+1)+W_N(a-1).$$

Let $N+1=b-a+2k$. The start $a+1$ has the same $k$, and the start $a-1$ has $k-1$ in its place. If the claim holds for both, the right side is

$$P_N(k)+P_N(k-1)-P_N(k+b+1)-P_N(k+b)=P_{N+1}(k)-P_{N+1}(k+b+1).$$

**The forbidden levels.** A neighbour of $a$ may be $-1$ or $L+1$, where there are no walks, so the formula must give zero there. With $k'$ the value of $k$ for that start, level $-1$ has $N=k'+(k'+b+1)$, and level $L+1$ has $N=k'+(k'+b+1)-M$. In both cases the reflection rule makes the two sums equal, and they cancel. This completes the induction.

**A ceiling one level too low.** With $k+1$ down steps, the highest reachable level is $m+k+1$. Put the ceiling at $m+k$, so $M=m+k+2$ and $N=m+2(k+1)$. Only $j=0$ and $j=-1$ contribute, and the count is

$$\binom N{k+1}-\binom Nk-1 .$$

The path lost to the ceiling is the one that makes all its up steps first.

## The Lean file

```lean
import Mathlib

open Finset

namespace TruncatedBranchingDiagram

noncomputable section

/-- The walks of `N` unit steps from height `a` to height `b` on the branching diagram
truncated to the heights `0, ..., L`; the height is twice the total spin. -/
def walks (L N : ℕ) (a b : ℤ) : Set (Fin (N + 1) → ℤ) :=
  {h | h 0 = a ∧ h (Fin.last N) = b ∧ (∀ i, 0 ≤ h i ∧ h i ≤ L) ∧
    ∀ i : Fin N, h i.succ = h i.castSucc + 1 ∨ h i.succ = h i.castSucc - 1}

/-- The binomial coefficient with an integer lower index, zero for a negative index. -/
def binom (N : ℕ) (k : ℤ) : ℤ := if 0 ≤ k then (N.choose k.toNat : ℤ) else 0

/-- The sum of the binomial coefficients of order `N` over all lower indices that differ
from `r` by a multiple of `L + 2`. -/
def periodicSum (L N : ℕ) (r : ℤ) : ℤ := ∑ᶠ j : ℤ, binom N (r + j * ((L : ℤ) + 2))

/-- The binomial coefficient vanishes when its lower index lies outside `0, ..., N`. -/
theorem binom_eq_zero (N : ℕ) (k : ℤ) (h : k < 0 ∨ (N : ℤ) < k) : binom N k = 0 := by
  unfold binom
  split_ifs with h0
  · have hk : N < k.toNat := by omega
    simp [Nat.choose_eq_zero_of_lt hk]
  · rfl

/-- Pascal's rule for every integer lower index. -/
theorem binom_succ (N : ℕ) (k : ℤ) : binom (N + 1) k = binom N k + binom N (k - 1) := by
  have hc : ∀ M n : ℕ, binom M (n : ℤ) = M.choose n := fun _ _ => by simp [binom]
  rcases lt_trichotomy k 0 with h | h | h
  · rw [binom_eq_zero _ k (Or.inl h), binom_eq_zero _ k (Or.inl h),
      binom_eq_zero _ (k - 1) (Or.inl (by omega)), add_zero]
  · subst h
    rw [binom_eq_zero N (0 - 1) (Or.inl (by norm_num))]
    simp [binom]
  · obtain ⟨n, rfl⟩ : ∃ n : ℕ, k = ((n + 1 : ℕ) : ℤ) := ⟨(k - 1).toNat, by omega⟩
    have hn : ((n + 1 : ℕ) : ℤ) - 1 = (n : ℤ) := by push_cast; ring
    rw [hn, hc, hc, hc, Nat.choose_succ_succ']
    push_cast
    ring

/-- Replacing the lower index `k` by `N - k` leaves the binomial coefficient unchanged. -/
theorem binom_symm (N : ℕ) (k : ℤ) : binom N ((N : ℤ) - k) = binom N k := by
  have hc : ∀ n : ℕ, binom N (n : ℤ) = N.choose n := fun _ => by simp [binom]
  by_cases h : 0 ≤ k ∧ k ≤ N
  · obtain ⟨n, rfl⟩ := Int.eq_ofNat_of_zero_le h.1
    have hn : n ≤ N := by omega
    rw [← Nat.cast_sub hn, hc, hc, Nat.choose_symm hn]
  · rw [binom_eq_zero N k (by omega), binom_eq_zero N (N - k) (by omega)]

/-- Only finitely many terms of the periodic binomial sum are nonzero. -/
theorem finite_support (L N : ℕ) (r : ℤ) :
    (Function.support fun j : ℤ => binom N (r + j * ((L : ℤ) + 2))).Finite := by
  have hinj : Function.Injective (fun j : ℤ => r + j * ((L : ℤ) + 2)) := by
    intro i j hij
    have h2 : i * ((L : ℤ) + 2) = j * ((L : ℤ) + 2) := add_left_cancel hij
    exact mul_right_cancel₀ (by omega : (L : ℤ) + 2 ≠ 0) h2
  refine ((Set.finite_Icc (0 : ℤ) N).preimage hinj.injOn).subset ?_
  intro j hj
  by_contra hc
  rw [Function.mem_support] at hj
  simp only [Set.mem_preimage, Set.mem_Icc, not_and_or, not_le] at hc
  exact hj (binom_eq_zero _ _ hc)

/-- The periodic binomial sum obeys Pascal's rule. -/
theorem periodicSum_succ (L N : ℕ) (r : ℤ) :
    periodicSum L (N + 1) r = periodicSum L N r + periodicSum L N (r - 1) := by
  unfold periodicSum
  rw [← finsum_add_distrib (finite_support L N r) (finite_support L N (r - 1))]
  refine finsum_congr fun j => ?_
  rw [binom_succ]
  congr 2
  ring

/-- Two periodic binomial sums agree when their indices add up to `N` modulo `L + 2`. -/
theorem periodicSum_reflect (L N : ℕ) (r s c : ℤ)
    (h : (N : ℤ) = r + s + c * ((L : ℤ) + 2)) : periodicSum L N r = periodicSum L N s := by
  have he := finsum_comp_equiv (Equiv.subLeft c)
    (f := fun j : ℤ => binom N (s + j * ((L : ℤ) + 2)))
  unfold periodicSum
  rw [← he]
  refine finsum_congr fun j => ?_
  show binom N (r + j * ((L : ℤ) + 2)) = binom N (s + (c - j) * ((L : ℤ) + 2))
  rw [← binom_symm N (r + j * ((L : ℤ) + 2))]
  congr 1
  linear_combination h

/-- A walk that starts at an allowed height `a` goes on from `a + 1` or from `a - 1`, and the
numbers of continuations add. -/
theorem ncard_walks_succ (L N : ℕ) (a b : ℤ) (h0 : 0 ≤ a) (hL : a ≤ L) :
    (walks L (N + 1) a b).ncard =
      (walks L N (a + 1) b).ncard + (walks L N (a - 1) b).ncard := by
  have hfin : ∀ c, (walks L N c b).Finite := fun c =>
    (Set.finite_Icc (fun _ : Fin (N + 1) => (0 : ℤ)) (fun _ => (L : ℤ))).subset
      fun h hh => ⟨fun i => (hh.2.2.1 i).1, fun i => (hh.2.2.1 i).2⟩
  -- put the starting height in front of a shorter walk
  let f : (Fin (N + 1) → ℤ) → (Fin (N + 2) → ℤ) := fun g => Fin.cons a g
  have hf : Function.Injective f := fun g g' hg => funext fun i => congrFun hg i.succ
  have hset : walks L (N + 1) a b = f '' (walks L N (a + 1) b ∪ walks L N (a - 1) b) := by
    ext h
    constructor
    · rintro ⟨ha, hb, hr, hs⟩
      have h1 : h (Fin.succ 0) = a + 1 ∨ h (Fin.succ 0) = a - 1 := by
        rw [← ha]
        exact hs 0
      refine ⟨fun i => h i.succ, ?_, ?_⟩
      · rcases h1 with h1 | h1
        · exact Or.inl ⟨h1, hb, fun i => hr i.succ, fun i => hs i.succ⟩
        · exact Or.inr ⟨h1, hb, fun i => hr i.succ, fun i => hs i.succ⟩
      · funext i
        refine Fin.cases ?_ (fun j => ?_) i
        · exact ha.symm
        · rfl
    · rintro ⟨g, hg, rfl⟩
      have hg' : (g 0 = a + 1 ∨ g 0 = a - 1) ∧ g (Fin.last N) = b ∧
          (∀ i, 0 ≤ g i ∧ g i ≤ L) ∧
          ∀ i : Fin N, g i.succ = g i.castSucc + 1 ∨ g i.succ = g i.castSucc - 1 := by
        rcases hg with ⟨h1, h2⟩ | ⟨h1, h2⟩
        · exact ⟨Or.inl h1, h2⟩
        · exact ⟨Or.inr h1, h2⟩
      obtain ⟨h1, hb, hr, hs⟩ := hg'
      refine ⟨rfl, hb, fun i => ?_, fun i => ?_⟩
      · refine Fin.cases ?_ (fun j => ?_) i
        · exact ⟨h0, hL⟩
        · exact hr j
      · refine Fin.cases ?_ (fun j => ?_) i
        · exact h1
        · exact hs j
  have hdis : Disjoint (walks L N (a + 1) b) (walks L N (a - 1) b) := by
    rw [Set.disjoint_left]
    intro g h1 h2
    have e1 := h1.1
    have e2 := h2.1
    omega
  rw [hset, Set.ncard_image_of_injective _ hf, Set.ncard_union_eq hdis (hfin _) (hfin _)]

/-- For `a` and `b` in `0, ..., L`, the number of walks from `a` to `b` within these heights, for
`N = b - a + 2k` steps, is an alternating sum of binomial coefficients over all mirror images. -/
theorem ncard_walks (L N : ℕ) (a b k : ℤ) (ha : 0 ≤ a) (haL : a ≤ L) (hb : 0 ≤ b)
    (hbL : b ≤ L) (hN : (N : ℤ) = b - a + 2 * k) :
    ((walks L N a b).ncard : ℤ) = ∑ᶠ j : ℤ,
      (binom N (k + j * ((L : ℤ) + 2)) - binom N (k + b + 1 + j * ((L : ℤ) + 2))) := by
  rw [finsum_sub_distrib (finite_support L N k) (finite_support L N (k + b + 1))]
  change _ = periodicSum L N k - periodicSum L N (k + b + 1)
  induction N generalizing a k with
  | zero =>
    have hw : ∀ r : ℤ, -((L : ℤ) + 2) < r → r < (L : ℤ) + 2 →
        periodicSum L 0 r = if r = 0 then 1 else 0 := by
      intro r h1 h2
      unfold periodicSum
      rw [finsum_eq_single _ (0 : ℤ)]
      · rw [zero_mul, add_zero]
        split_ifs with hr
        · simp [hr, binom]
        · exact binom_eq_zero _ _ (by omega)
      · intro j hj
        apply binom_eq_zero
        rcases lt_or_gt_of_ne hj with h | h
        · left
          nlinarith
        · right
          push_cast
          nlinarith
    rw [hw k (by omega) (by omega), hw (k + b + 1) (by omega) (by omega),
      if_neg (by omega : ¬ k + b + 1 = 0)]
    by_cases hab : a = b
    · have hs : walks L 0 a b = {fun _ => a} := by
        ext h
        constructor
        · rintro ⟨h1, -⟩
          refine funext fun i => ?_
          obtain rfl : i = 0 := Subsingleton.elim (α := Fin 1) i 0
          exact h1
        · rintro rfl
          exact ⟨rfl, hab, fun _ => ⟨ha, haL⟩, fun i => i.elim0⟩
      rw [hs, Set.ncard_singleton, if_pos (by omega)]
      norm_num
    · have hs : walks L 0 a b = ∅ :=
        Set.eq_empty_iff_forall_notMem.2 fun h hh => hab (hh.1.symm.trans hh.2.1)
      rw [hs, Set.ncard_empty, if_neg (by omega)]
      norm_num
  | succ N ih =>
    -- the formula also holds on the forbidden levels -1 and L + 1, where both sides vanish
    have wall : ∀ a' k' : ℤ, -1 ≤ a' → a' ≤ (L : ℤ) + 1 → (N : ℤ) = b - a' + 2 * k' →
        ((walks L N a' b).ncard : ℤ) =
          periodicSum L N k' - periodicSum L N (k' + b + 1) := by
      intro a' k' h1 h2 h3
      by_cases hr : 0 ≤ a' ∧ a' ≤ L
      · exact ih a' k' hr.1 hr.2 h3
      · have hs : walks L N a' b = ∅ := by
          refine Set.eq_empty_iff_forall_notMem.2 fun h hh => hr ?_
          have h4 := hh.2.2.1 0
          rw [hh.1] at h4
          exact h4
        have hw : periodicSum L N k' = periodicSum L N (k' + b + 1) := by
          rcases (by omega : a' = -1 ∨ a' = (L : ℤ) + 1) with h | h
          · exact periodicSum_reflect L N _ _ 0 (by linarith)
          · exact periodicSum_reflect L N _ _ (-1) (by linarith)
        rw [hs, hw]
        simp
    rw [ncard_walks_succ L N a b ha haL, Nat.cast_add,
      wall (a + 1) k (by omega) (by omega) (by omega),
      wall (a - 1) (k - 1) (by omega) (by omega) (by omega),
      periodicSum_succ, periodicSum_succ, show k - 1 + b + 1 = k + b + 1 - 1 by ring]
    ring

/-- For `m ≤ L`, the number of paths of `N = m + 2k` steps from the origin of the branching diagram
to height `m` that stay within `0, ..., L` is an alternating sum of binomial coefficients. -/
theorem ncard_branching_paths (L m k : ℕ) (hm : m ≤ L) :
    ((walks L (m + 2 * k) 0 m).ncard : ℤ) = ∑ᶠ j : ℤ,
      (binom (m + 2 * k) ((k : ℤ) + j * ((L : ℤ) + 2)) -
        binom (m + 2 * k) ((k : ℤ) + m + 1 + j * ((L : ℤ) + 2))) :=
  ncard_walks L (m + 2 * k) 0 m k le_rfl (by omega) (by omega) (by omega)
    (by push_cast; ring)

/-- With `k + 1` down steps and the ceiling at `m + k`, the number of paths from the origin to
height `m` is a difference of two binomial coefficients, less one. -/
theorem ncard_first_truncation (m k : ℕ) :
    ((walks (m + k) (m + 2 * (k + 1)) 0 m).ncard : ℤ) =
      (m + 2 * (k + 1)).choose (k + 1) - (m + 2 * (k + 1)).choose k - 1 := by
  have hc : ∀ M n : ℕ, binom M (n : ℤ) = M.choose n := fun _ _ => by simp [binom]
  have hm0 : (0 : ℤ) ≤ m := by positivity
  have hk0 : (0 : ℤ) ≤ k := by positivity
  rw [ncard_branching_paths (m + k) m (k + 1) (by omega)]
  -- only the images j = 0 and j = -1 contribute
  rw [finsum_eq_sum_of_support_subset (s := ({0, -1} : Finset ℤ))]
  · have h1 : ((k + 1 : ℕ) : ℤ) + 0 * (((m + k : ℕ) : ℤ) + 2) = ((k + 1 : ℕ) : ℤ) := by ring
    have h2 : ((k + 1 : ℕ) : ℤ) + m + 1 + 0 * (((m + k : ℕ) : ℤ) + 2) =
        ((m + 2 * (k + 1) : ℕ) : ℤ) - (k : ℤ) := by push_cast; ring
    have h3 : ((k + 1 : ℕ) : ℤ) + m + 1 + -1 * (((m + k : ℕ) : ℤ) + 2) = ((0 : ℕ) : ℤ) := by
      push_cast; ring
    rw [Finset.sum_pair (by norm_num), h1, h2, h3, binom_symm, hc, hc, hc,
      binom_eq_zero _ (((k + 1 : ℕ) : ℤ) + -1 * (((m + k : ℕ) : ℤ) + 2))
        (Or.inl (by push_cast; linarith)), Nat.choose_zero_right]
    push_cast
    ring
  · intro j hj
    by_contra hn
    rw [Function.mem_support] at hj
    apply hj
    have hj' : 1 ≤ j ∨ j ≤ -2 := by
      simp at hn
      omega
    rcases hj' with h | h
    · have hM : (m : ℤ) + k + 2 ≤ j * ((m : ℤ) + k + 2) := by nlinarith
      rw [binom_eq_zero _ (((k + 1 : ℕ) : ℤ) + j * (((m + k : ℕ) : ℤ) + 2))
          (Or.inr (by push_cast; linarith)),
        binom_eq_zero _ (((k + 1 : ℕ) : ℤ) + m + 1 + j * (((m + k : ℕ) : ℤ) + 2))
          (Or.inr (by push_cast; linarith)), sub_zero]
    · have hM : j * ((m : ℤ) + k + 2) ≤ -2 * ((m : ℤ) + k + 2) := by nlinarith
      rw [binom_eq_zero _ (((k + 1 : ℕ) : ℤ) + j * (((m + k : ℕ) : ℤ) + 2))
          (Or.inl (by push_cast; linarith)),
        binom_eq_zero _ (((k + 1 : ℕ) : ℤ) + m + 1 + j * (((m + k : ℕ) : ℤ) + 2))
          (Or.inl (by push_cast; linarith)), sub_zero]

end

end TruncatedBranchingDiagram
```

```lean
#print axioms TruncatedBranchingDiagram.ncard_branching_paths
-- 'TruncatedBranchingDiagram.ncard_branching_paths' depends on axioms: [propext, Classical.choice, Quot.sound]
#print axioms TruncatedBranchingDiagram.ncard_first_truncation
-- 'TruncatedBranchingDiagram.ncard_first_truncation' depends on axioms: [propext, Classical.choice, Quot.sound]
```

## From integer walks to spin functions

`walks L N a b` is a set of functions `h : Fin (N + 1) → ℤ`, where `h i` is twice the total spin after `i` electrons. Its conditions fix the two ends, keep every height within $0,\dots,L$, and make each step $\pm1$. `binom` is the binomial with an integer lower index, and `periodicSum L N r` is $P_N(r)$.

`ncard_walks` is the formula for general ends. `ncard_branching_paths` sets $a=0$ and $b=m$, and its only hypothesis is $m\le L$. `ncard_first_truncation` is the case of the ceiling one level too low. The equalities are between integers and hold for every size, including $L=0$ and $N=0$. In Lean, `ncard` and `∑ᶠ` return 0 on infinite sets and infinite supports; here the proof establishes that both are finite.

The lemmas follow the derivation. `binom_succ` and `binom_symm` are Pascal's rule and the symmetry, and `periodicSum_succ` and `periodicSum_reflect` carry them over to $P_N$. `ncard_walks_succ` removes the first step: it writes the longer walks as the image of two disjoint sets of shorter ones under the map that puts `a` in front. The induction in `ncard_walks` leaves `a` and `k` free, because both change from step to step. Its inner statement `wall` extends the formula to the levels $-1$ and $L+1$.

What is counted is paths, and no spin operator appears. That each path labels one spin eigenfunction for given $S$ and $M_S$, and that these functions are linearly independent, comes from the theory of angular momentum coupling. The theorems also say nothing about how good a truncated basis is. The space it spans generally depends on the order in which the electrons are coupled, although the count does not.
